# Non-interacting electrons at fixed chemical potential respond against a change in their Hamiltonian

Take one level of energy $x$, in contact with a reservoir, with occupation $f(x)$. Shift the level by $v$. If $f$ is nonincreasing, a rise in energy cannot raise the occupation and a fall cannot lower it, so

$$v\,[f(x+v)-f(x)]\le 0 .$$

With several sites, the old and new Hamiltonians generally do not commute. They then have no common orbital basis, and an old level need not have a unique new partner. The problems below find what replaces the pairing of levels.

Let $X=U\,\mathrm{diag}(x)\,U^\dagger$ and $Y=V\,\mathrm{diag}(y)\,V^\dagger$ be the two one-electron Hamiltonians in a finite orthonormal basis. The columns of $U$ and $V$ are the orbitals, and $x_i$, $y_j$ are the real levels. The density matrices are $D_X=U\,\mathrm{diag}(f(x))\,U^\dagger$ and $D_Y=V\,\mathrm{diag}(f(y))\,V^\dagger$. Using the same $f$ for both expresses the fixed chemical potential and temperature; taking $f$ nonincreasing says that a lower level is filled at least as much as a higher one.

In the code, `𝕜` is $\mathbb R$ or $\mathbb C$, and `n` is the finite set of basis indices, not a density.

In Lean 4 with Mathlib:

```lean
import Mathlib

open Matrix

namespace GrandCanonicalResponse

noncomputable section

variable {𝕜 n : Type*} [RCLike 𝕜] [Fintype n] [DecidableEq n]
```

`specMat U x` is $X$, and `specMat U (fun i => f (x i))` is $D_X$. Unitarity enters later, as the hypothesis `Uᴴ * U = 1`.

```lean
/-- The matrix `U diag(x) U†` with orbitals the columns of `U` and real levels `x`. -/
def specMat (U : Matrix n n 𝕜) (x : n → ℝ) : Matrix n n 𝕜 :=
  U * diagonal (fun i => (x i : 𝕜)) * Uᴴ
```

Write $W=U^\dagger V$ and $P_{ij}=|W_{ij}|^2$. The code calls $P_{ij}$ `overlap`; it is a squared modulus between two sets of orbitals, not the basis overlap matrix of quantum chemistry.

```lean
/-- The squared modulus of the overlap of orbital `i` of `U` with orbital `j` of `V`. -/
def overlap (U V : Matrix n n 𝕜) (i j : n) : ℝ := ‖(Uᴴ * V) i j‖ ^ 2
```

The Fermi function gives the occupation of one spin orbital, with inverse temperature $\beta$ and chemical potential $\mu$.

```lean
/-- The Fermi function at inverse temperature `β` and chemical potential `μ`. -/
def fermi (β μ e : ℝ) : ℝ := 1 / (1 + Real.exp (β * (e - μ)))
```

## (a) Sum rules for the squared overlaps

Show that, for unitary $U$ and $V$,
$$\sum_j P_{ij}=1\ \text{ for each } i,\qquad \sum_i P_{ij}=1\ \text{ for each } j.$$

**Solution.** For square matrices $V^\dagger V=1$ implies $VV^\dagger=1$, so $WW^\dagger=U^\dagger VV^\dagger U=1$. Its $i$th diagonal entry is $\sum_j|W_{ij}|^2=1$. Exchanging $U$ and $V$ gives the columns, since $|(V^\dagger U)_{ji}|=|W_{ij}|$. The code proves `row` for any two unitary matrices and uses it twice.

```lean
/-- For two unitary sets of orbitals, the squared overlaps sum to one along every row
and every column. -/
theorem overlap_sums {U V : Matrix n n 𝕜} (hU : Uᴴ * U = 1) (hV : Vᴴ * V = 1) :
    (∀ i, ∑ j, overlap U V i j = 1) ∧ (∀ j, ∑ i, overlap U V i j = 1) := by
  have row : ∀ A B : Matrix n n 𝕜, Aᴴ * A = 1 → Bᴴ * B = 1 →
      ∀ i, ∑ j, overlap A B i j = 1 := by
    intro A B hA hB i
    have hW : (Aᴴ * B) * (Aᴴ * B)ᴴ = 1 := by
      rw [conjTranspose_mul, conjTranspose_conjTranspose]
      calc Aᴴ * B * (Bᴴ * A) = Aᴴ * (B * Bᴴ) * A := by simp only [Matrix.mul_assoc]
        _ = 1 := by rw [mul_eq_one_comm.mp hB, Matrix.mul_one, hA]
    have h := congrFun (congrFun hW i) i
    rw [Matrix.mul_apply, Matrix.one_apply_eq] at h
    have h' : ((∑ j, overlap A B i j : ℝ) : 𝕜) = 1 := by
      refine Eq.trans ?_ h
      unfold overlap
      push_cast
      refine Finset.sum_congr rfl fun j _ => ?_
      rw [conjTranspose_apply]
      exact (RCLike.mul_conj _).symm
    exact_mod_cast h'
  refine ⟨row U V hU hV, fun j => ?_⟩
  -- the columns are the rows with the two sets of orbitals exchanged
  rw [← row V U hV hU j]
  refine Finset.sum_congr rfl fun i _ => ?_
  have h : (Uᴴ * V)ᴴ = Vᴴ * U := by
    rw [conjTranspose_mul, conjTranspose_conjTranspose]
  unfold overlap
  rw [← h, conjTranspose_apply, norm_star]
```

## (b) The trace of a product

For real lists $a$ and $b$, show that
$$\mathrm{tr}\big(U\,\mathrm{diag}(a)\,U^\dagger\,V\,\mathrm{diag}(b)\,V^\dagger\big)=\sum_{ij}P_{ij}\,a_i b_j .$$

**Solution.** Moving $U$ cyclically to the end turns the trace into
$$\mathrm{tr}\big(\mathrm{diag}(a)\,W\,\mathrm{diag}(b)\,W^\dagger\big)=\sum_{ij}a_iW_{ij}b_j\overline{W_{ij}} ,$$
which is the claim. Unitarity is not used. In the code, `hz` is $W_{ij}\overline{W_{ij}}=|W_{ij}|^2$, and `linear_combination` multiplies it by $a_ib_j$.

```lean
/-- The trace of a product of two spectral matrices is the sum of products of their levels,
weighted by the squared orbital overlaps. -/
theorem trace_specMat_mul (U V : Matrix n n 𝕜) (a b : n → ℝ) :
    trace (specMat U a * specMat V b) =
      ((∑ i, ∑ j, overlap U V i j * a i * b j : ℝ) : 𝕜) := by
  have h : trace (specMat U a * specMat V b) =
      trace (diagonal (fun i => (a i : 𝕜)) * (Uᴴ * V) *
        (diagonal (fun i => (b i : 𝕜)) * (Uᴴ * V)ᴴ)) := by
    rw [conjTranspose_mul, conjTranspose_conjTranspose]
    simp only [specMat, Matrix.mul_assoc]
    rw [Matrix.trace_mul_comm U]
    simp only [Matrix.mul_assoc]
  rw [h]
  unfold overlap
  generalize Uᴴ * V = W
  push_cast
  simp only [Matrix.trace, Matrix.diag_apply]
  refine Finset.sum_congr rfl fun i _ => ?_
  rw [Matrix.mul_apply]
  refine Finset.sum_congr rfl fun j _ => ?_
  rw [Matrix.diagonal_mul, Matrix.diagonal_mul, conjTranspose_apply]
  have hz : W i j * star (W i j) = ((‖W i j‖ : ℝ) : 𝕜) ^ 2 := RCLike.mul_conj _
  linear_combination ((a i : 𝕜) * (b j : 𝕜)) * hz
```

## (c) When two diagonalizations give one matrix

For unitary $U$ and $V$, show that
$$X=Y\iff \text{for all } i,j:\ P_{ij}=0\ \text{ or }\ x_i=y_j .$$

**Solution.** Multiplying $X=Y$ by $U^\dagger$ on the left and $V$ on the right gives $\mathrm{diag}(x)W=W\mathrm{diag}(y)$, or entrywise $(x_i-y_j)W_{ij}=0$. This is the condition on the right. Conversely, the condition gives the same matrix equation, and multiplying by $U$ and $V^\dagger$ restores $X=Y$. The equation is `hW` in both directions of the proof.

```lean
/-- Two unitary diagonalizations give the same matrix exactly when any two orbitals with
nonzero overlap have equal levels. -/
theorem specMat_eq_iff {U V : Matrix n n 𝕜} (hU : Uᴴ * U = 1) (hV : Vᴴ * V = 1)
    (x y : n → ℝ) :
    specMat U x = specMat V y ↔ ∀ i j, overlap U V i j = 0 ∨ x i = y j := by
  constructor
  · intro h i j
    have hW : diagonal (fun i => (x i : 𝕜)) * (Uᴴ * V) =
        (Uᴴ * V) * diagonal (fun i => (y i : 𝕜)) := by
      calc diagonal (fun i => (x i : 𝕜)) * (Uᴴ * V)
          = (Uᴴ * U) * (diagonal (fun i => (x i : 𝕜)) * (Uᴴ * V)) := by
            rw [hU, Matrix.one_mul]
        _ = Uᴴ * specMat U x * V := by simp only [specMat, Matrix.mul_assoc]
        _ = Uᴴ * specMat V y * V := by rw [h]
        _ = (Uᴴ * V) * diagonal (fun i => (y i : 𝕜)) * (Vᴴ * V) := by
            simp only [specMat, Matrix.mul_assoc]
        _ = _ := by rw [hV, Matrix.mul_one]
    have hij := congrFun (congrFun hW i) j
    rw [Matrix.diagonal_mul, Matrix.mul_diagonal, mul_comm] at hij
    by_cases h0 : (Uᴴ * V) i j = 0
    · left
      simp [overlap, h0]
    · right
      have hxy : (x i : 𝕜) = (y j : 𝕜) := mul_left_cancel₀ h0 hij
      exact_mod_cast hxy
  · intro h
    have hW : diagonal (fun i => (x i : 𝕜)) * (Uᴴ * V) =
        (Uᴴ * V) * diagonal (fun i => (y i : 𝕜)) := by
      ext i j
      rw [Matrix.diagonal_mul, Matrix.mul_diagonal]
      rcases h i j with h0 | h0
      · have h1 : ‖(Uᴴ * V) i j‖ ^ 2 = 0 := h0
        have h2 : (Uᴴ * V) i j = 0 := norm_eq_zero.1 ((pow_eq_zero_iff two_ne_zero).1 h1)
        rw [h2, mul_zero, zero_mul]
      · rw [h0, mul_comm]
    calc specMat U x = specMat U x * (V * Vᴴ) := by
          rw [mul_eq_one_comm.mp hV, Matrix.mul_one]
      _ = U * (diagonal (fun i => (x i : 𝕜)) * (Uᴴ * V)) * Vᴴ := by
          simp only [specMat, Matrix.mul_assoc]
      _ = U * ((Uᴴ * V) * diagonal (fun i => (y i : 𝕜))) * Vᴴ := by rw [hW]
      _ = (U * Uᴴ) * specMat V y := by simp only [specMat, Matrix.mul_assoc]
      _ = specMat V y := by rw [mul_eq_one_comm.mp hU, Matrix.one_mul]
```

## (d) Independence of the chosen orbitals

Degenerate levels leave the orbitals partly arbitrary. Show that the density matrix is not affected:
$$X=Y\ \Longrightarrow\ D_X=D_Y .$$

**Solution.** By (c), each pair has $P_{ij}=0$ or $x_i=y_j$. In the second case $f(x_i)=f(y_j)$, which is the step `congrArg f`. Now apply (c) backwards, with occupations in place of levels. Any real function $f$ will do.

```lean
/-- The density matrix `f(X)` does not depend on which unitary diagonalization of `X`
is used. -/
theorem density_well_defined {U V : Matrix n n 𝕜} (hU : Uᴴ * U = 1) (hV : Vᴴ * V = 1)
    {x y : n → ℝ} (f : ℝ → ℝ) (h : specMat U x = specMat V y) :
    specMat U (fun i => f (x i)) = specMat V (fun i => f (y i)) :=
  (specMat_eq_iff hU hV _ _).2 fun i j =>
    ((specMat_eq_iff hU hV x y).1 h i j).imp_right (congrArg f)
```

## (e) The response as a sum over pairs of levels

Show that
$$\mathrm{tr}\big[(X-Y)(D_X-D_Y)\big]=\sum_{ij}P_{ij}(x_i-y_j)\big(f(x_i)-f(y_j)\big).$$

**Solution.** Expand the left side into four traces. Those with equal orbitals are spread over all pairs by the sum rules (a):
$$\mathrm{tr}(XD_X)=\sum_i x_if(x_i)=\sum_{ij}P_{ij}x_if(x_i),$$
$$\mathrm{tr}(YD_Y)=\sum_j y_jf(y_j)=\sum_{ij}P_{ij}y_jf(y_j).$$
By (b), the mixed traces are
$$\mathrm{tr}(XD_Y)=\sum_{ij}P_{ij}x_if(y_j),\qquad \mathrm{tr}(YD_X)=\sum_{ij}P_{ij}y_jf(x_i).$$
They enter with minus signs, and the four terms factor as claimed. In the code, `same` evaluates the equal-orbital traces, `h1` and `h2` spread them, and `key` collects the sum.

```lean
/-- For unitary `U` and `V`, the response trace is a sum over pairs of levels of the level
difference times the occupation difference, weighted by the squared orbital overlaps. -/
theorem response_identity {U V : Matrix n n 𝕜} (hU : Uᴴ * U = 1) (hV : Vᴴ * V = 1)
    (x y : n → ℝ) (f : ℝ → ℝ) :
    trace ((specMat U x - specMat V y) *
      (specMat U (fun i => f (x i)) - specMat V (fun i => f (y i)))) =
    ((∑ i, ∑ j, overlap U V i j * ((x i - y j) * (f (x i) - f (y j))) : ℝ) : 𝕜) := by
  have same : ∀ A : Matrix n n 𝕜, Aᴴ * A = 1 → ∀ a b : n → ℝ,
      trace (specMat A a * specMat A b) = ((∑ i, a i * b i : ℝ) : 𝕜) := by
    intro A hA a b
    have h : specMat A a * specMat A b =
        A * (diagonal (fun i => (a i : 𝕜)) * diagonal (fun i => (b i : 𝕜)) * Aᴴ) := by
      calc specMat A a * specMat A b
          = A * diagonal (fun i => (a i : 𝕜)) * (Aᴴ * A) *
              diagonal (fun i => (b i : 𝕜)) * Aᴴ := by
            simp only [specMat, Matrix.mul_assoc]
        _ = _ := by
            rw [hA, Matrix.mul_one]
            simp only [Matrix.mul_assoc]
    rw [h, Matrix.trace_mul_comm, Matrix.mul_assoc, hA, Matrix.mul_one,
      Matrix.diagonal_mul_diagonal, Matrix.trace_diagonal]
    simp
  obtain ⟨hrow, hcol⟩ := overlap_sums hU hV
  -- the diagonal terms are spread over all pairs by the sum rules
  have h1 : ∑ i, x i * f (x i) = ∑ i, ∑ j, overlap U V i j * (x i * f (x i)) := by
    refine Finset.sum_congr rfl fun i _ => ?_
    rw [← Finset.sum_mul, hrow, one_mul]
  have h2 : ∑ j, y j * f (y j) = ∑ i, ∑ j, overlap U V i j * (y j * f (y j)) := by
    rw [Finset.sum_comm]
    refine Finset.sum_congr rfl fun j _ => ?_
    rw [← Finset.sum_mul, hcol, one_mul]
  have key : ∑ i, ∑ j, overlap U V i j * ((x i - y j) * (f (x i) - f (y j))) =
      ∑ i, x i * f (x i) - ∑ i, ∑ j, overlap U V i j * x i * f (y j) -
      (∑ i, ∑ j, overlap U V i j * f (x i) * y j - ∑ j, y j * f (y j)) := by
    rw [h1, h2]
    simp only [← Finset.sum_sub_distrib]
    refine Finset.sum_congr rfl fun i _ => Finset.sum_congr rfl fun j _ => ?_
    ring
  rw [key, sub_mul, mul_sub, mul_sub, Matrix.trace_sub, Matrix.trace_sub, Matrix.trace_sub,
    same U hU, same V hV, trace_specMat_mul U V,
    Matrix.trace_mul_comm (specMat V y) (specMat U _), trace_specMat_mul U V,
    RCLike.ofReal_sub, RCLike.ofReal_sub, RCLike.ofReal_sub]
```

## (f) The sign of the response

For nonincreasing $f$, show that
$$\mathrm{Re}\,\mathrm{tr}\big[(X-Y)(D_X-D_Y)\big]\le 0 .$$

**Solution.** In (e), $P_{ij}\ge0$. If $x_i\le y_j$, then $f(x_i)\ge f(y_j)$; if $x_i\ge y_j$, then $f(x_i)\le f(y_j)$. Each term is therefore a nonnegative weight times the one-level inequality. The code splits these cases with `le_total`. The trace is already real by (e); the real part only turns an element of `𝕜` into a real number.

```lean
/-- For unitary `U` and `V` and a nonincreasing occupation function `f`, the change of the
density matrix has nonpositive trace product with the change of the Hamiltonian. -/
theorem response_nonpos {U V : Matrix n n 𝕜} (hU : Uᴴ * U = 1) (hV : Vᴴ * V = 1)
    (x y : n → ℝ) {f : ℝ → ℝ} (hf : Antitone f) :
    RCLike.re (trace ((specMat U x - specMat V y) *
      (specMat U (fun i => f (x i)) - specMat V (fun i => f (y i))))) ≤ 0 := by
  rw [response_identity hU hV, RCLike.ofReal_re]
  refine Finset.sum_nonpos fun i _ => Finset.sum_nonpos fun j _ => ?_
  have hP : 0 ≤ overlap U V i j := sq_nonneg _
  have ht : (x i - y j) * (f (x i) - f (y j)) ≤ 0 := by
    rcases le_total (x i) (y j) with h | h <;>
      nlinarith [mul_nonneg (sub_nonneg.2 h) (sub_nonneg.2 (hf h))]
  nlinarith [mul_nonneg hP (neg_nonneg.2 ht)]
```

## (g) Strict decrease

For strictly decreasing $f$ and $X\ne Y$, show that
$$\mathrm{Re}\,\mathrm{tr}\big[(X-Y)(D_X-D_Y)\big]<0 .$$

**Solution.** Suppose the sum in (e) vanishes. Its terms are nonpositive, so each is zero: $P_{ij}=0$, or $x_i=y_j$, or $f(x_i)=f(y_j)$. The last also forces $x_i=y_j$, because $f$ is injective. By (c), $X=Y$, a contradiction.

```lean
/-- For unitary `U` and `V` and a strictly decreasing occupation function, the response trace
is strictly negative whenever the two Hamiltonians differ. -/
theorem response_neg {U V : Matrix n n 𝕜} (hU : Uᴴ * U = 1) (hV : Vᴴ * V = 1)
    {x y : n → ℝ} {f : ℝ → ℝ} (hf : StrictAnti f) (hne : specMat U x ≠ specMat V y) :
    RCLike.re (trace ((specMat U x - specMat V y) *
      (specMat U (fun i => f (x i)) - specMat V (fun i => f (y i))))) < 0 := by
  refine lt_of_le_of_ne (response_nonpos hU hV x y hf.antitone) fun hz => hne ?_
  rw [response_identity hU hV, RCLike.ofReal_re] at hz
  have term : ∀ i j, overlap U V i j * ((x i - y j) * (f (x i) - f (y j))) ≤ 0 := by
    intro i j
    have hP : 0 ≤ overlap U V i j := sq_nonneg _
    have ht : (x i - y j) * (f (x i) - f (y j)) ≤ 0 := by
      rcases le_total (x i) (y j) with h | h <;>
        nlinarith [mul_nonneg (sub_nonneg.2 h) (sub_nonneg.2 (hf.antitone h))]
    nlinarith [mul_nonneg hP (neg_nonneg.2 ht)]
  -- a vanishing sum of nonpositive terms vanishes term by term
  refine (specMat_eq_iff hU hV x y).2 fun i j => ?_
  have hi := (Finset.sum_eq_zero_iff_of_nonpos
    (fun i _ => Finset.sum_nonpos fun j _ => term i j)).1 hz i (Finset.mem_univ i)
  have hij := (Finset.sum_eq_zero_iff_of_nonpos
    (fun j _ => term i j)).1 hi j (Finset.mem_univ j)
  rcases mul_eq_zero.1 hij with h | h
  · exact Or.inl h
  · rcases mul_eq_zero.1 h with h | h
    · exact Or.inr (sub_eq_zero.1 h)
    · exact Or.inr (hf.injective (sub_eq_zero.1 h))
```

## (h) Real symmetric Hamiltonians

For real orthogonal $U$ and $V$ and nonincreasing $f$, show that
$$\mathrm{tr}\big[(X-Y)(D_X-D_Y)\big]\le0,\qquad X=U\,\mathrm{diag}(x)\,U^T,\quad Y=V\,\mathrm{diag}(y)\,V^T .$$

**Solution.** Over the reals the adjoint is the transpose and the real part changes nothing, so this is (f).

```lean
/-- For real symmetric matrices with orthogonal `U` and `V` and nonincreasing `f`, the trace
product of the changes of the Hamiltonian and of the density matrix is nonpositive. -/
theorem response_nonpos_real {U V : Matrix n n ℝ} (hU : Uᵀ * U = 1) (hV : Vᵀ * V = 1)
    (x y : n → ℝ) {f : ℝ → ℝ} (hf : Antitone f) :
    trace ((U * diagonal x * Uᵀ - V * diagonal y * Vᵀ) *
      (U * diagonal (fun i => f (x i)) * Uᵀ - V * diagonal (fun i => f (y i)) * Vᵀ)) ≤ 0 := by
  rw [← conjTranspose_eq_transpose_of_trivial] at hU hV
  have h := response_nonpos hU hV x y hf
  simp only [specMat, conjTranspose_eq_transpose_of_trivial] at h
  exact h
```

## (i) The Fermi function

For $\beta>0$, show that
$$a<b\ \Longrightarrow\ \frac1{1+e^{\beta(b-\mu)}}<\frac1{1+e^{\beta(a-\mu)}} .$$

**Solution.** From $\beta(a-\mu)<\beta(b-\mu)$ the exponentials are ordered the same way. Adding one and taking reciprocals of positive numbers reverses the order.

```lean
/-- At positive inverse temperature the Fermi function is strictly decreasing in energy. -/
theorem fermi_strictAnti {β : ℝ} (hβ : 0 < β) (μ : ℝ) : StrictAnti (fermi β μ) := by
  intro a b hab
  unfold fermi
  have h : β * (a - μ) < β * (b - μ) := by nlinarith [mul_pos hβ (sub_pos.2 hab)]
  have h' := Real.exp_lt_exp.2 h
  exact one_div_lt_one_div_of_lt (by positivity) (by linarith)
```

## (j) Site densities under a local potential

Let $Y=X+\mathrm{diag}(v)$ with real $v\neq0$, and fill both sets of levels with the Fermi function at the same $\mu$ and $\beta>0$. With $\Delta n_i=\mathrm{Re}\,(D_Y-D_X)_{ii}$, show that
$$\sum_i v_i\,\Delta n_i<0 .$$

**Solution.** Since $v\ne0$, the Hamiltonians differ. By (i), part (g) applies, with the new Hamiltonian placed first:
$$0>\mathrm{Re}\,\mathrm{tr}\big[\mathrm{diag}(v)(D_Y-D_X)\big]=\sum_i v_i\,\Delta n_i .$$
The hypothesis `hH` is the relation between $X$ and $Y$, and `e` reduces the trace to diagonal entries. The weighted sum has a definite sign; individual sites need not.

```lean
/-- For unitary `U` and `V` and Fermi occupations at fixed chemical potential and positive inverse
temperature, a nonzero local potential change `v` induces site density changes whose sum weighted by
`v` is strictly negative. -/
theorem density_opposes_potential {U V : Matrix n n 𝕜} (hU : Uᴴ * U = 1) (hV : Vᴴ * V = 1)
    {x y v : n → ℝ} {β : ℝ} (hβ : 0 < β) (μ : ℝ) (hv : v ≠ 0)
    (hH : specMat V y = specMat U x + diagonal (fun i => (v i : 𝕜))) :
    ∑ i, v i * RCLike.re ((specMat V (fun k => fermi β μ (y k)) -
      specMat U (fun k => fermi β μ (x k))) i i) < 0 := by
  have hne : specMat V y ≠ specMat U x := by
    intro h
    apply hv
    funext i
    rw [h] at hH
    have hi := congrFun (congrFun hH i) i
    simpa using hi
  have h := response_neg hV hU (fermi_strictAnti hβ μ) hne
  -- a local potential only sees the diagonal of the density matrix
  have e : ∀ M : Matrix n n 𝕜, RCLike.re (trace (diagonal (fun i => (v i : 𝕜)) * M)) =
      ∑ i, v i * RCLike.re (M i i) := by
    intro M
    simp [Matrix.trace, Matrix.diagonal_mul]
  rw [hH, add_sub_cancel_left, e] at h
  exact h

end

end GrandCanonicalResponse
```

```lean
#print axioms GrandCanonicalResponse.density_well_defined
#print axioms GrandCanonicalResponse.response_nonpos_real
#print axioms GrandCanonicalResponse.density_opposes_potential
```

```
'GrandCanonicalResponse.density_well_defined' depends on axioms: [propext, Classical.choice, Quot.sound]
'GrandCanonicalResponse.response_nonpos_real' depends on axioms: [propext, Classical.choice, Quot.sound]
'GrandCanonicalResponse.density_opposes_potential' depends on axioms: [propext, Classical.choice, Quot.sound]
```

## On-site shifts in a self-consistency cycle

In a tight-binding calculation with an orthonormal basis, at fixed $\mu$ and positive temperature, two successive effective Hamiltonians may differ only by on-site shifts $v_i$, not all zero. A density matrix is built from each, by diagonalization or by an expansion of the Fermi function, and the site populations are read from its diagonal. For exact Fermi density matrices, (j) gives the sign of the population change weighted by the shifts.

Here $v$ is the change in the whole effective potential. Passing from an applied external potential to $v$ requires the self-consistent response of the interacting electrons, which the hypotheses leave open.
